# If [Jx, Jy] = iJz, a closed loop of small x and y rotations leaves a z rotation at second order

I turn a spin by a small angle about y, then by the same angle about x, and then undo the two turns, but in an order that doesn't simply retrace the path. The angles about each axis add up to zero, yet in general the spin doesn't quite return to its initial state. I have seen it said that what remains is a rotation about z by the square of the small angle, and that this is the meaning of [Jx, Jy] = iJz (in units with ħ = 1). With

G(s) = exp(-isJx) exp(-isJy) exp(isJx) exp(isJy)

the claim should be that (G(s) - 1)/s² tends to -iJz as s → 0. The argument I know expands four exponentials to second order and drops the rest. Can this be made rigorous, for matrices of any finite size, and checked by machine?

## The loop as a commutator of small deviations

Yes, and the second-order expansion can be avoided. Let X and Y be any two complex square matrices of the same finite size, and write

A = exp(-isX), B = exp(-isY).

The exponents of exp(-isX) and exp(isX) commute, so the product of these two matrices is exp(0) = 1. Hence A⁻¹ = exp(isX), likewise B⁻¹ = exp(isY), and the loop is

G(s) = A B A⁻¹ B⁻¹.

The same two forward rotations in the other order would be undone exactly:

B A A⁻¹ B⁻¹ = 1.

Subtracting this line from the previous one gives

G(s) - 1 = (AB - BA) A⁻¹ B⁻¹.

The identity matrix commutes with everything, so it can be subtracted from A and from B without changing their commutator:

G(s) - 1 = [A - 1, B - 1] A⁻¹ B⁻¹.

This holds for every s, small or not. For small s, the two matrices A - 1 and B - 1 in the commutator are small deviations from the identity, and first-order information about each is enough. From the exponential series,

(A - 1)/s = -iX + Σ_{k≥2} s^(k-1) (-iX)^k / k!

and the operator norm of the remaining sum is at most |s| ‖X‖² exp(|s| ‖X‖), which tends to zero. So (A - 1)/s → -iX, and in the same way (B - 1)/s → -iY. The inverses A⁻¹ and B⁻¹ tend to 1.

Now divide the identity by s² and give one factor 1/s to each deviation:

(G(s) - 1)/s² = [(A - 1)/s, (B - 1)/s] A⁻¹ B⁻¹.

Sums and products of matrices are continuous, so the right-hand side tends to

[-iX, -iY] = (-i)² [X, Y] = -[X, Y].

This is true for arbitrary X and Y. Angular momentum enters only when X = Jx, Y = Jy and [Jx, Jy] = iJz, and then the limit is -iJz.

The argument also runs backwards. If (G(s) - 1)/s² tends to -iJz, then uniqueness of limits gives -[Jx, Jy] = -iJz, which is the commutation relation.

To compare the loop with an actual z rotation, apply the first-order limit to Jz at the angle s², which is nonzero and tends to zero:

(exp(-is²Jz) - 1)/s² → -iJz.

Subtracting this from the limit for the loop gives

(G(s) - exp(-is²Jz))/s² → 0.

The loop therefore agrees with the z rotation by the angle s², with an error that vanishes faster than s².

## What happens without the commutation relation

Take both generators along the same axis, with σx and σz the Pauli matrices: Jx = Jy = σx/2 and Jz = σz/2. All four rotations then commute and cancel, so G(s) = 1 for every s. The quotient (G(s) - 1)/s² is zero throughout and can't tend to -iσz/2. The comparison with the z rotation fails too, since (1 - exp(-is²Jz))/s² tends to iσz/2 and not to zero.

## Rotations, loops and limits in Lean

The index type `n` is finite, and `Matrix n n ℂ` is the type of complex square matrices with rows and columns labelled by it. For a spin j, `n` would have 2j + 1 elements. `rotation J s` is the matrix exponential exp(-isJ), with a real angle `s` and ħ = 1. `loop X Y s` is the product of four such rotations, in which a backward rotation is `rotation X (-s)`. When a product of matrices is applied to a state vector, the rightmost factor acts first, so the physical sequence begins with the backward rotation about y and ends with the forward rotation about x.

The limit statements use `Tendsto` with the filter `𝓝[≠] 0`, which means that s approaches zero through nonzero real values from both sides. Convergence of matrices is convergence of every entry. The three main theorems read as follows.

- `loop_tendsto_commutator`: for any X and Y, (G(s) - 1)/s² tends to -(XY - YX).
- `loop_tendsto_iff`: (G(s) - 1)/s² tends to -iJz if and only if JxJy - JyJx = iJz. The direction from right to left is the claim in the question.
- `loop_sub_rotation_tendsto_zero`: if JxJy - JyJx = iJz, then the difference between the loop and `rotation Jz (s ^ 2)`, divided by s², tends to zero.

The commutation relation is assumed, not derived from the geometry of space. It holds when Jx, Jy and Jz are the angular momentum components of a spin along three perpendicular axes in right-handed order. On its own it doesn't force the three matrices to be such components: σx/2, (σx + σy)/2 and σz/2 satisfy it too, and the second of these is √2 times the spin component along the diagonal between x and y. The other two relations, [Jy, Jz] = iJx and [Jz, Jx] = iJy, aren't needed. Nor do the matrices have to be Hermitian; when they are, each `rotation` is unitary, as a physical rotation must be.

The theorems cover finite matrices only, so a spin or a multiplet of fixed j is included, while orbital angular momentum on the full space of wave functions is not. They also give no explicit bound on the error at a fixed angle.

For an ideal, noise-free spin with finitely many levels, the result means that drives about x and y alone can produce a z rotation at leading order.

```lean
import Mathlib

open Filter Topology Complex

namespace SmallRotationLoop

noncomputable section

variable {n : Type*} [Fintype n] [DecidableEq n]

/-- The rotation `exp(-i s J)` by the real angle `s` with generator `J`. -/
def rotation (J : Matrix n n ℂ) (s : ℝ) : Matrix n n ℂ :=
  NormedSpace.exp ((-(I * (s : ℂ))) • J)

/-- The closed loop `exp(-isX) exp(-isY) exp(isX) exp(isY)` of four rotations. -/
def loop (X Y : Matrix n n ℂ) (s : ℝ) : Matrix n n ℂ :=
  rotation X s * rotation Y s * rotation X (-s) * rotation Y (-s)

omit [Fintype n] [DecidableEq n] in
/-- The exponent of a rotation is the real angle times the fixed matrix `-iJ`. -/
theorem exponent_eq (J : Matrix n n ℂ) (s : ℝ) :
    s • ((-I) • J) = (-(I * (s : ℂ))) • J := by
  ext i j
  simp only [Matrix.smul_apply, smul_eq_mul, Complex.real_smul]
  ring

/-- For small angles, `(exp(-isJ) - 1)/s` tends to `-iJ`. -/
theorem rotation_slope (J : Matrix n n ℂ) :
    Tendsto (fun s : ℝ => s⁻¹ • (rotation J s - 1)) (𝓝[≠] 0) (𝓝 ((-I) • J)) := by
  open scoped Matrix.Norms.Operator in
  have h := hasDerivAt_iff_tendsto_slope_zero.mp
    (hasDerivAt_exp_smul_const (𝕂 := ℝ) ((-I) • J) (0 : ℝ))
  simp only [zero_add, zero_smul, NormedSpace.exp_zero, one_mul] at h
  exact h.congr fun s =>
    congrArg (fun M : Matrix n n ℂ => s⁻¹ • (NormedSpace.exp M - 1)) (exponent_eq J s)

/-- A rotation tends to the identity as its angle tends to zero. -/
theorem rotation_tendsto_one (J : Matrix n n ℂ) :
    Tendsto (rotation J) (𝓝 0) (𝓝 1) := by
  open scoped Matrix.Norms.Operator in
  have h := (hasDerivAt_exp_smul_const (𝕂 := ℝ) ((-I) • J) (0 : ℝ)).continuousAt.tendsto
  simp only [zero_smul, NormedSpace.exp_zero] at h
  exact h.congr fun s =>
    congrArg (fun M : Matrix n n ℂ => NormedSpace.exp M) (exponent_eq J s)

/-- Rotations by opposite angles with the same generator cancel. -/
theorem rotation_mul_neg (J : Matrix n n ℂ) (s : ℝ) :
    rotation J s * rotation J (-s) = 1 := by
  have hc : Commute ((-(I * (s : ℂ))) • J) ((-(I * ((-s : ℝ) : ℂ))) • J) :=
    ((Commute.refl J).smul_left _).smul_right _
  have h0 : -(I * (s : ℂ)) + -(I * ((-s : ℝ) : ℂ)) = 0 := by
    push_cast
    ring
  unfold rotation
  rw [← Matrix.exp_add_of_commute _ _ hc, ← add_smul, h0, zero_smul, NormedSpace.exp_zero]

/-- The deviation of the loop from the identity is the commutator of the two deviations `exp(-isX) -
1` and `exp(-isY) - 1`, multiplied on the right by the two backward rotations. -/
theorem loop_sub_one (X Y : Matrix n n ℂ) (s : ℝ) :
    loop X Y s - 1 =
      ((rotation X s - 1) * (rotation Y s - 1) - (rotation Y s - 1) * (rotation X s - 1)) *
        (rotation X (-s) * rotation Y (-s)) := by
  -- with the two forward rotations exchanged, the product is exactly the identity
  have h : rotation Y s * rotation X s * (rotation X (-s) * rotation Y (-s)) = 1 := by
    calc _ = rotation Y s * (rotation X s * rotation X (-s)) * rotation Y (-s) := by
          simp only [mul_assoc]
      _ = 1 := by rw [rotation_mul_neg, mul_one, rotation_mul_neg]
  calc loop X Y s - 1
      = rotation X s * rotation Y s * rotation X (-s) * rotation Y (-s)
        - rotation Y s * rotation X s * (rotation X (-s) * rotation Y (-s)) := by
          rw [h, loop]
    _ = _ := by noncomm_ring

/-- For arbitrary generators `X` and `Y`, the loop deviates from the identity at second order
by minus their commutator. -/
theorem loop_tendsto_commutator (X Y : Matrix n n ℂ) :
    Tendsto (fun s : ℝ => (s ^ 2)⁻¹ • (loop X Y s - 1)) (𝓝[≠] 0)
      (𝓝 (-(X * Y - Y * X))) := by
  have hneg : Tendsto (fun s : ℝ => -s) (𝓝[≠] 0) (𝓝 0) :=
    (Continuous.tendsto' (by fun_prop) 0 0 (by norm_num)).mono_left nhdsWithin_le_nhds
  have hx := rotation_slope X
  have hy := rotation_slope Y
  have ix := (rotation_tendsto_one X).comp hneg
  have iy := (rotation_tendsto_one Y).comp hneg
  -- each factor of the commutator absorbs one power of `1/s`
  have h := ((hx.mul hy).sub (hy.mul hx)).mul (ix.mul iy)
  have e : (((-I) • X) * ((-I) • Y) - ((-I) • Y) * ((-I) • X)) * (1 * 1)
      = -(X * Y - Y * X) := by
    simp only [smul_mul_assoc, mul_smul_comm, smul_smul, mul_one, neg_mul_neg,
      Complex.I_mul_I]
    module
  rw [e] at h
  refine h.congr fun s => ?_
  have hs : (s ^ 2)⁻¹ = s⁻¹ * s⁻¹ := by rw [sq, mul_inv]
  rw [loop_sub_one, hs]
  simp only [smul_mul_assoc, mul_smul_comm, smul_smul, ← smul_sub, Function.comp_apply]

/-- The loop of small x and y rotations satisfies `(G(s) - 1)/s² → -iJz` exactly when
`[Jx, Jy] = iJz`. -/
theorem loop_tendsto_iff (Jx Jy Jz : Matrix n n ℂ) :
    Tendsto (fun s : ℝ => (s ^ 2)⁻¹ • (loop Jx Jy s - 1)) (𝓝[≠] 0) (𝓝 ((-I) • Jz)) ↔
      Jx * Jy - Jy * Jx = I • Jz := by
  constructor
  · intro h
    have hu := tendsto_nhds_unique (loop_tendsto_commutator Jx Jy) h
    rw [neg_smul] at hu
    exact neg_injective hu
  · intro h
    have hl := loop_tendsto_commutator Jx Jy
    rwa [h, ← neg_smul] at hl

/-- If `[Jx, Jy] = iJz`, the loop of x and y rotations by the angle `s` equals the
z rotation by the angle `s²` up to an error that vanishes faster than `s²`. -/
theorem loop_sub_rotation_tendsto_zero (Jx Jy Jz : Matrix n n ℂ)
    (h : Jx * Jy - Jy * Jx = I • Jz) :
    Tendsto (fun s : ℝ => (s ^ 2)⁻¹ • (loop Jx Jy s - rotation Jz (s ^ 2)))
      (𝓝[≠] 0) (𝓝 0) := by
  have hsq : Tendsto (fun s : ℝ => s ^ 2) (𝓝[≠] 0) (𝓝[≠] 0) :=
    tendsto_nhdsWithin_iff.mpr
      ⟨(Continuous.tendsto' (by fun_prop) 0 0 (by norm_num)).mono_left nhdsWithin_le_nhds,
        eventually_nhdsWithin_of_forall fun s hs => pow_ne_zero 2 hs⟩
  -- both motions have the same second-order term
  have hd := ((loop_tendsto_iff Jx Jy Jz).mpr h).sub ((rotation_slope Jz).comp hsq)
  rw [sub_self] at hd
  refine hd.congr fun s => ?_
  simp only [Function.comp_apply]
  rw [← smul_sub, sub_sub_sub_cancel_right]

/-- The spin-1/2 matrices, half the Pauli matrices, satisfy `[Jx, Jy] = iJz`. -/
theorem spin_half_witness :
    (!![0, 1 / 2; 1 / 2, 0] : Matrix (Fin 2) (Fin 2) ℂ) * !![0, -I / 2; I / 2, 0]
      - !![0, -I / 2; I / 2, 0] * !![0, 1 / 2; 1 / 2, 0]
      = I • !![1 / 2, 0; 0, -1 / 2] := by
  ext i j
  fin_cases i <;> fin_cases j <;>
    simp <;> ring

end

end SmallRotationLoop
```

```lean
#print axioms SmallRotationLoop.loop_sub_rotation_tendsto_zero
```

```
'SmallRotationLoop.loop_sub_rotation_tendsto_zero' depends on axioms: [propext, Classical.choice, Quot.sound]
```

## From the difference quotient to the z rotation

**First-order behaviour.** `rotation_slope` proves that (exp(-isJ) - 1)/s tends to -iJ. Where the derivation by hand estimates the series, Lean uses Mathlib's derivative of s ↦ exp(sM) for a fixed matrix M, here M = -iJ, and `hasDerivAt_iff_tendsto_slope_zero` turns the derivative at zero into the limit of a difference quotient. The derivative theorem needs a norm on matrices, which is supplied locally by `open scoped Matrix.Norms.Operator`. The lemma `exponent_eq` matches the two ways of writing the exponent, as a real multiple of -iJ and as a complex multiple of J. `rotation_tendsto_one` takes continuity at zero from the same derivative.

**The exact identity.** `rotation_mul_neg` shows that opposite rotations cancel: the exponents commute, so the exponentials combine into one, and the exponents add to zero. `loop_sub_one` then follows the algebra by hand. Its inner statement `h` is B A A⁻¹ B⁻¹ = 1. The calculation replaces the 1 in G(s) - 1 by this product, and `noncomm_ring` confirms that the result equals [A - 1, B - 1] A⁻¹ B⁻¹, without ever exchanging the order of two matrices.

**The second-order limit.** In `loop_tendsto_commutator`, `hx` and `hy` are the two difference quotients, and `ix` and `iy` say that the backward rotations tend to 1. The line that defines `h` combines these four limits by the rules for products and differences, exactly as in the commutator of quotients above. The equation `e` evaluates the limit, with (-i)² = -1 giving the minus sign. The closing lines split 1/s² into two factors 1/s and use `loop_sub_one` to recognise the combined expression as (G(s) - 1)/s².

**Both directions of the equivalence.** In `loop_tendsto_iff`, the forward direction compares the assumed limit with the general one through `tendsto_nhds_unique` and removes the common minus sign. The reverse direction substitutes iJz for the commutator in the general limit.

**Comparison with the z rotation.** In `loop_sub_rotation_tendsto_zero`, the statement `hsq` says that s² tends to zero through nonzero values when s does. This allows `rotation_slope Jz` to be used at the angle s². The two limits are subtracted, and `sub_sub_sub_cancel_right` removes the identity matrix that both numerators contain.

**A concrete spin.** `spin_half_witness` checks the commutation relation entry by entry for the spin-1/2 matrices σx/2, σy/2 and σz/2. For these matrices the limit of (G(s) - 1)/s² is -iσz/2, so the loop leaves a nonzero rotation term.
